# Single-pair RPA shares the first-order frequency of CIS, but de-excitation coupling shifts its transition amplitude

Consider one particle-hole pair. RPA here includes exchange, as in time-dependent Hartree–Fock, so that its diagonal element is the one used in CIS. The real number $A$ is this diagonal element, and the real number $B$ couples excitation to de-excitation. The pair is meant as a spin-adapted excitation from one occupied to one virtual spatial orbital of a closed-shell reference; for a single pair of spin orbitals, antisymmetry makes $B$ vanish. An RPA mode consists of a frequency $w$, an excitation amplitude $X$ and a de-excitation amplitude $Y$, all real, with

$$AX+BY=wX,\qquad BX+AY=-wY,\qquad X^2-Y^2=1,\qquad X+Y>0 .$$

The third condition is the usual RPA normalisation. It selects the excitation branch, since exchanging $X$ with $Y$ and reversing $w$ gives a solution of the two linear equations with norm $-1$. The last condition fixes the overall sign. For real orbitals and the electric dipole operator in its position form, $X+Y$ is the transition moment in units of the moment of the bare pair, provided the latter is nonzero.

CIS leaves out de-excitation, as the Tamm–Dancoff approximation does in Bethe–Salpeter work, where the matrix elements are different. Its conditions are $AX=wX$, $X^2=1$ and $X>0$.

To follow the interaction, set $A=D+ga$ and $B=gb$. Here $D>0$ is the difference of the two Hartree–Fock orbital energies, held fixed, $g$ scales the residual interaction, and $a$ and $b$ are its fixed diagonal and coupling elements.

## Closed forms and their slopes at zero interaction

If $|B|<A$, every RPA mode satisfies

$$w=\sqrt{A^2-B^2},\qquad X+Y=\left(\frac{A-B}{A+B}\right)^{1/4}.$$

For $A>0$, a mode exists exactly when $|B|<A$. At $g=0$ the slopes of $w$ and $X+Y$ are $a$ and $-b/(2D)$ in RPA, while those of $w$ and $X$ are $a$ and $0$ in CIS.

To derive this, write $s=X+Y$ and $t=X-Y$, so that the normalisation reads $st=1$. The sum and difference of the RPA equations are

$$(A+B)s=wt,\qquad (A-B)t=ws .$$

Multiplying each by $s$ gives

$$w=(A+B)s^2,\qquad ws^2=A-B .$$

Suppose $|B|<A$. Then $A+B>0$, and the first relation gives $w>0$. Multiplying the second relation by $A+B$ and using the first gives $w^2=A^2-B^2$, whose positive root is the stated frequency. Eliminating $w$ instead gives $s^4(A+B)=A-B$, and $s>0$ selects the positive fourth root.

The same quartic relation settles existence for $A>0$. If $A+B\le 0$, it forces $A-B\le 0$, and adding the two inequalities gives $2A\le 0$, a contradiction. Hence $A+B>0$, then $A-B>0$, and so $|B|<A$. Conversely, if $|B|<A$, let $s$ be the positive fourth root of $(A-B)/(A+B)$ and put

$$t=\frac1s,\qquad X=\frac{s+t}{2},\qquad Y=\frac{s-t}{2},\qquad w=(A+B)s^2 .$$

Then $wt=(A+B)s$ and $ws=(A+B)s^4t=(A-B)t$. Half the sum and half the difference of these equations are the two RPA equations.

Since $D>0$, the condition $|gb|<D+ga$ holds for all sufficiently small $|g|$, and the closed forms can be differentiated:

$$\left.\frac{dw}{dg}\right|_0=\frac{2Da}{2D}=a .$$

The ratio $r=(D+ga-gb)/(D+ga+gb)$ has $r(0)=1$ and

$$r'(0)=\frac{(a-b)D-D(a+b)}{D^2}=-\frac{2b}{D},\qquad
\left.\frac{ds}{dg}\right|_0=\frac14\,r'(0)=-\frac{b}{2D}.$$

In CIS, $X>0$ allows division of $AX=wX$ by $X$, so $w=A=D+ga$. The conditions $X^2=1$ and $X>0$ give $X=1$ for every $g$. The slopes are therefore $a$ and $0$.

First-order algebraic diagrammatic construction divides the work in a similar way: its excitation energies are those of CIS, while its transition moments carry a first-order ground-state correction. For a single pair, RPA shows the same division through first order in $g$. Beyond first order its frequency departs from the CIS value: under $|B|<A$ it lies below $A$ whenever $B\neq0$.

## The uncoupled pair, the stability edge and a negative diagonal element

At $B=0$ with $A>0$, the closed forms give $w=A$ and $X+Y=1$, hence $X=1$ and $Y=0$, the CIS mode. At fixed $A>0$ the frequency tends to zero as $|B|$ approaches $A$ from below. The amplitude $X+Y$ tends to zero at the edge $B=A$ and grows without bound at the edge $B=-A$. On either edge there is no normalised mode.

The condition $|B|<A$, called the stability condition below, concerns the sign of $A$ as well as the size of $B$. For $A=-1$ and $B=0$, the values $X=1$, $Y=0$, $w=-1$ form an RPA mode, but $\sqrt{A^2-B^2}=1$. The frequency formula fails, and so does the existence criterion without $A>0$.

## The equations as Lean structures

The file opens the namespaces for filters and neighbourhoods, which express "for all $g$ near zero".

```lean
import Mathlib

open Filter Topology

namespace SinglePairRPA
```

`IsRPAMode A B w X Y` states that five real numbers satisfy the four conditions above. The fields `exc` and `deexc` are the two equations, `normalised` is the indefinite norm, and `phase` is the sign choice. Neither the sign of `w` nor stability is assumed.

```lean
/-- A normalised RPA mode of one particle-hole pair with diagonal element `A`, coupling `B`,
frequency `w`, excitation amplitude `X` and de-excitation amplitude `Y`. -/
structure IsRPAMode (A B w X Y : ℝ) : Prop where
  exc : A * X + B * Y = w * X
  deexc : B * X + A * Y = -(w * Y)
  normalised : X ^ 2 - Y ^ 2 = 1
  phase : 0 < X + Y
```

`IsCISMode` has the corresponding conditions for `X` alone.

```lean
/-- A normalised CIS mode of one particle-hole pair: the excitation amplitude `X` alone,
with diagonal element `A` and frequency `w`. -/
structure IsCISMode (A w X : ℝ) : Prop where
  exc : A * X = w * X
  normalised : X ^ 2 = 1
  phase : 0 < X
```

In both structures the matrix elements are given numbers. They are not computed from orbitals or integrals, and the reading of $X+Y$ as a transition moment is an interpretation of the amplitudes. Several coupled pairs and complex amplitudes are not covered.

## Two relations between frequency and amplitude

The next two theorems are $w=(A+B)s^2$ and $ws^2=A-B$, valid for any mode without restriction on $A$ and $B$. In each, `linear_combination` lists the multiples of the RPA equations and of the normalisation that add up to the goal. The multipliers $\pm(X+Y)$ carry out the addition or subtraction followed by multiplication by $s$.

```lean
/-- The frequency of an RPA mode is `A + B` times the square of `X + Y`. -/
theorem frequency_eq {A B w X Y : ℝ} (h : IsRPAMode A B w X Y) :
    w = (A + B) * (X + Y) ^ 2 := by
  linear_combination (-(X + Y)) * h.exc + (-(X + Y)) * h.deexc - w * h.normalised

/-- The frequency times the squared transition amplitude `X + Y` equals `A - B`. -/
theorem strength_eq {A B w X Y : ℝ} (h : IsRPAMode A B w X Y) :
    w * (X + Y) ^ 2 = A - B := by
  linear_combination (-(X + Y)) * h.exc + (X + Y) * h.deexc + (A - B) * h.normalised
```

## Solving for the frequency and the amplitude

`closed_form` assumes `|B| < A` and concludes both formulas. The first part obtains $w>0$ from `frequency_eq`, proves $A^2-B^2=w^2$, and takes the root. The second shows that the ratio equals $(X+Y)^4$. The real power $1/4$ then undoes the fourth power because $X+Y$ is positive.

```lean
/-- For `|B| < A`, the frequency and the transition amplitude of an RPA mode
are given in closed form by `A` and `B`. -/
theorem closed_form {A B w X Y : ℝ} (hAB : |B| < A) (h : IsRPAMode A B w X Y) :
    w = √(A ^ 2 - B ^ 2) ∧ X + Y = ((A - B) / (A + B)) ^ (1 / 4 : ℝ) := by
  have hB := abs_lt.mp hAB
  have hp : 0 < A + B := by linarith [hB.1]
  have hs := h.phase
  have e1 := frequency_eq h
  have e2 := strength_eq h
  constructor
  · -- eliminating the amplitude from the two relations gives the squared frequency
    have hw : 0 < w := by
      rw [e1]
      positivity
    have hsq : A ^ 2 - B ^ 2 = w ^ 2 := by
      linear_combination (-(A + B)) * e2 - w * e1
    rw [hsq, Real.sqrt_sq hw.le]
  · -- eliminating the frequency gives the fourth power of the amplitude
    have hr : (A - B) / (A + B) = (X + Y) ^ 4 := by
      rw [div_eq_iff hp.ne']
      linear_combination (-1 : ℝ) * e2 + (X + Y) ^ 2 * e1
    rw [hr, ← Real.rpow_natCast, ← Real.rpow_mul hs.le]
    norm_num
```

## Stability as the condition for existence

For `0 < A`, `exists_mode_iff` equates the existence of some `w`, `X`, `Y` with `|B| < A`. The forward direction is the sign argument based on $s^4(A+B)=A-B$. In the reverse direction, the fourth root is built as a square root of a square root, `t` is its inverse, and the four remaining goals are the fields of `IsRPAMode` for the constructed amplitudes.

```lean
/-- For a positive diagonal element `A`, a normalised real RPA mode exists exactly when
the coupling satisfies `|B| < A`. -/
theorem exists_mode_iff {A B : ℝ} (hA : 0 < A) :
    (∃ w X Y, IsRPAMode A B w X Y) ↔ |B| < A := by
  constructor
  · rintro ⟨w, X, Y, h⟩
    have hs4 : 0 < (X + Y) ^ 4 := pow_pos h.phase 4
    have e : (X + Y) ^ 4 * (A + B) = A - B := by
      linear_combination strength_eq h - (X + Y) ^ 2 * frequency_eq h
    have hp : 0 < A + B := by
      by_contra hn
      have hn' : A + B ≤ 0 := not_lt.mp hn
      have hm := mul_nonpos_of_nonneg_of_nonpos hs4.le hn'
      rw [e] at hm
      linarith
    have hm := mul_pos hs4 hp
    rw [e] at hm
    exact abs_lt.mpr ⟨by linarith, by linarith⟩
  · intro hAB
    have hB := abs_lt.mp hAB
    have hp : 0 < A + B := by linarith [hB.1]
    have hm : 0 < A - B := by linarith [hB.2]
    have hr : 0 < (A - B) / (A + B) := div_pos hm hp
    -- `s` is the sum of the amplitudes and `t` their difference
    obtain ⟨s, hs, hs4⟩ : ∃ s : ℝ, 0 < s ∧ s ^ 4 * (A + B) = A - B := by
      refine ⟨√(√((A - B) / (A + B))), Real.sqrt_pos.mpr (Real.sqrt_pos.mpr hr), ?_⟩
      have h4 : √(√((A - B) / (A + B))) ^ 4 = (A - B) / (A + B) := by
        calc √(√((A - B) / (A + B))) ^ 4
            = (√(√((A - B) / (A + B))) ^ 2) ^ 2 := by ring
          _ = (A - B) / (A + B) := by
            rw [Real.sq_sqrt (Real.sqrt_nonneg _), Real.sq_sqrt hr.le]
      rw [h4, div_mul_cancel₀ _ hp.ne']
    obtain ⟨t, ht⟩ : ∃ t : ℝ, s * t = 1 := ⟨s⁻¹, mul_inv_cancel₀ hs.ne'⟩
    refine ⟨(A + B) * s ^ 2, (s + t) / 2, (s - t) / 2, ?_, ?_, ?_, ?_⟩
    · linear_combination (-t / 2) * hs4 + ((A + B) * (s ^ 3 - s) / 2) * ht
    · linear_combination (t / 2) * hs4 + ((A + B) * (-s - s ^ 3) / 2) * ht
    · linear_combination ht
    · linarith
```

## Differentiating an arbitrary family of modes

In `rpa_first_order`, `w`, `X` and `Y` are arbitrary functions of $g$. The hypothesis `∀ᶠ g in 𝓝 (0 : ℝ)` says that they form an RPA mode for every $g$ in some neighbourhood of zero, including zero itself. No continuity is assumed; differentiability at zero is part of the conclusion, expressed by `HasDerivAt`. By the existence criterion, such families are available for every $D>0$.

The proof first obtains the stability condition near zero by continuity, as `hst`. The steps `hw` and `hr` differentiate the closed forms with the product, quotient, square-root and power rules. Finally, `closed_form` identifies the family with these expressions near zero, and `congr_of_eventuallyEq` transfers the derivatives.

```lean
/-- With `A = D + g a`, `B = g b` and `D > 0`, any family of RPA modes near `g = 0` has
frequency slope `a` and transition-amplitude slope `-b / (2 D)` at `g = 0`. -/
theorem rpa_first_order {D a b : ℝ} (hD : 0 < D) {w X Y : ℝ → ℝ}
    (h : ∀ᶠ g in 𝓝 (0 : ℝ), IsRPAMode (D + g * a) (g * b) (w g) (X g) (Y g)) :
    HasDerivAt w a 0 ∧ HasDerivAt (fun g => X g + Y g) (-b / (2 * D)) 0 := by
  -- the stability condition holds for all `g` sufficiently close to zero
  have c1 : Continuous fun g : ℝ => |g * b| := by fun_prop
  have c2 : Continuous fun g : ℝ => D + g * a := by fun_prop
  have hst : ∀ᶠ g in 𝓝 (0 : ℝ), |g * b| < D + g * a :=
    c1.continuousAt.eventually_lt c2.continuousAt (by simpa using hD)
  have hp : HasDerivAt (fun g : ℝ => D + g * a) a 0 :=
    (((hasDerivAt_id' (0 : ℝ)).mul_const a).const_add D).congr_deriv (one_mul a)
  have hq : HasDerivAt (fun g : ℝ => g * b) b 0 :=
    ((hasDerivAt_id' (0 : ℝ)).mul_const b).congr_deriv (one_mul b)
  -- slope of the closed-form frequency
  have hw : HasDerivAt
      (fun g : ℝ => √((D + g * a) * (D + g * a) - (g * b) * (g * b))) a 0 := by
    have e : √((D + 0 * a) * (D + 0 * a) - (0 * b) * (0 * b)) = D := by
      rw [show (D + 0 * a) * (D + 0 * a) - (0 * b) * (0 * b) = D ^ 2 by ring,
        Real.sqrt_sq hD.le]
    refine (((hp.fun_mul hp).fun_sub (hq.fun_mul hq)).sqrt ?_).congr_deriv ?_
    · simpa using hD.ne'
    · try beta_reduce
      rw [e, div_eq_iff (by positivity)]
      ring
  -- slope of the closed-form transition amplitude
  have hr : HasDerivAt
      (fun g : ℝ => ((D + g * a - g * b) / (D + g * a + g * b)) ^ (1 / 4 : ℝ))
      (-b / (2 * D)) 0 := by
    have e : (D + 0 * a - 0 * b) / (D + 0 * a + 0 * b) = 1 := by simp [hD.ne']
    refine (((hp.fun_sub hq).fun_div (hp.fun_add hq) ?_).rpow_const
      (p := 1 / 4) (Or.inl ?_)).congr_deriv ?_
    · simpa using hD.ne'
    · simp [hD.ne']
    · try beta_reduce
      rw [e, Real.one_rpow]
      simp only [zero_mul, add_zero, sub_zero]
      field_simp
      ring
  refine ⟨hw.congr_of_eventuallyEq ?_, hr.congr_of_eventuallyEq ?_⟩
  · filter_upwards [h, hst] with g hg hs
    rw [(closed_form hs hg).1]
    congr 1
    ring
  · filter_upwards [h, hst] with g hg hs
    exact (closed_form hs hg).2
```

The CIS theorem has the same shape and needs no sign condition on `D`. Cancelling the positive amplitude in `exc` gives the frequency. Factoring $X^2-1$ as $(X-1)(X+1)$, with the second factor excluded by positivity, gives $X=1$. Compared with the preceding theorem, the frequency slopes agree, and the amplitude slopes differ whenever $b\neq0$.

```lean
/-- With `A = D + g a`, any family of CIS modes near `g = 0` has frequency slope `a`
and amplitude slope zero at `g = 0`. -/
theorem cis_first_order {D a : ℝ} {w X : ℝ → ℝ}
    (h : ∀ᶠ g in 𝓝 (0 : ℝ), IsCISMode (D + g * a) (w g) (X g)) :
    HasDerivAt w a 0 ∧ HasDerivAt X 0 0 := by
  have hp : HasDerivAt (fun g : ℝ => D + g * a) a 0 :=
    (((hasDerivAt_id' (0 : ℝ)).mul_const a).const_add D).congr_deriv (one_mul a)
  refine ⟨hp.congr_of_eventuallyEq ?_,
    (hasDerivAt_const (0 : ℝ) (1 : ℝ)).congr_of_eventuallyEq ?_⟩
  · filter_upwards [h] with g hg
    exact (mul_right_cancel₀ hg.phase.ne' hg.exc).symm
  · filter_upwards [h] with g hg
    -- normalisation and the choice of phase fix the amplitude to one
    have hf : (X g - 1) * (X g + 1) = 0 := by linear_combination hg.normalised
    have hpos := hg.phase
    rcases mul_eq_zero.mp hf with h1 | h1 <;> linarith

end SinglePairRPA
```

```lean
#print axioms SinglePairRPA.exists_mode_iff
#print axioms SinglePairRPA.rpa_first_order
#print axioms SinglePairRPA.cis_first_order
```

```
'SinglePairRPA.exists_mode_iff' depends on axioms: [propext, Classical.choice, Quot.sound]
'SinglePairRPA.rpa_first_order' depends on axioms: [propext, Classical.choice, Quot.sound]
'SinglePairRPA.cis_first_order' depends on axioms: [propext, Classical.choice, Quot.sound]
```
